# Central differences give an alternating density ripple zero gradient energy

In orbital-free density functional theory, gradient terms such as the von Weizsäcker energy penalise rapid variation of the electron density. On a real-space grid the derivative can be approximated by a difference quotient, and the two-point central one skips the density at the point itself. How much gradient energy does a short-wavelength ripple then receive?

Take a one-dimensional periodic grid of $M$ points with spacing $h$, and a single cosine of amplitude $d$ and integer wave index $m$ on a uniform background. "Gradient energy" here means the bare squared gradient, summed with weight $h$ or integrated, without the prefactor or the division by density in the von Weizsäcker term.

```lean
import Mathlib

open Real Finset

namespace GridGradientError

noncomputable section
```

The phase advance per grid step is $\theta=2\pi m/M$.

```lean
/-- Phase advance `2πm/M` of a density wave between neighbouring grid points, for `M ≥ 1`. -/
def phaseStep (M : ℕ) (m : ℤ) : ℝ := 2 * π * m / M
```

A grid density is a function on all integers. The ripple is $n_j=1+d\cos(\theta j)$; positivity, which $|d|<1$ would guarantee, is not assumed.

```lean
/-- Density `1 + d cos(2πmj/M)` at grid point `j`, for `M ≥ 1`. -/
def ripple (M : ℕ) (m : ℤ) (d : ℝ) (j : ℤ) : ℝ := 1 + d * cos (phaseStep M m * j)
```

The central and forward quotients are $D_j=(n_{j+1}-n_{j-1})/(2h)$ and $D_j^+=(n_{j+1}-n_j)/h$.

```lean
/-- Central difference quotient of a grid density, for spacing `h ≠ 0`. -/
def centralDiff (h : ℝ) (n : ℤ → ℝ) (j : ℤ) : ℝ := (n (j + 1) - n (j - 1)) / (2 * h)

/-- Forward difference quotient of a grid density, for spacing `h ≠ 0`. -/
def forwardDiff (h : ℝ) (n : ℤ → ℝ) (j : ℤ) : ℝ := (n (j + 1) - n j) / h
```

For either quotient, `gradientSum` adds the squares over $j=0,\dots,M-1$. Write $S=\sum_j D_j^2$ and $S^+=\sum_j (D_j^+)^2$.

```lean
/-- Sum of the squared grid gradient `g` over the `M` points of one period. -/
def gradientSum (M : ℕ) (g : ℤ → ℝ) : ℝ := ∑ j ∈ range M, g j ^ 2
```

The continuum wave is $n(x)=1+d\cos(kx)$ with $k=\theta/h$, so $n(jh)=n_j$.

```lean
/-- The density wave in continuous space, with `x = jh` at grid point `j`,
for `M ≥ 1` and `h ≠ 0`. -/
def continuumRipple (M : ℕ) (m : ℤ) (d h x : ℝ) : ℝ := 1 + d * cos (phaseStep M m / h * x)
```

## (a) Phase over one period

Show that $\theta M=2\pi m$ for $M\neq0$.

**Solution.** Multiply the definition of $\theta$ by $M$.

```lean
/-- Over the `M ≥ 1` points of the grid the phase advances by `2πm`. -/
theorem phaseStep_mul {M : ℕ} (hM : M ≠ 0) (m : ℤ) : phaseStep M m * M = 2 * π * m := by
  have hM' : (M : ℝ) ≠ 0 := Nat.cast_ne_zero.mpr hM
  exact div_mul_cancel₀ _ hM'
```

## (b) Periodicity

Show that $n_{j+M}=n_j$.

**Solution.** By (a), $\theta(j+M)=\theta j+2\pi m$, and the cosine is unchanged. For $M=0$ there is no shift.

```lean
/-- The ripple repeats after `M` grid points. -/
theorem ripple_periodic (M : ℕ) (m : ℤ) (d : ℝ) (j : ℤ) :
    ripple M m d (j + M) = ripple M m d j := by
  rcases Nat.eq_zero_or_pos M with rfl | hM
  · simp
  · have e : phaseStep M m * ((j + M : ℤ) : ℝ) = phaseStep M m * j + m * (2 * π) := by
      push_cast
      linear_combination phaseStep_mul hM.ne' m
    unfold ripple
    rw [e, Real.cos_add_int_mul_two_pi]
```

## (c) The central difference

For $h\neq0$, show that $hD_j=-d\sin\theta\,\sin(\theta j)$.

**Solution.** The addition formulas give
$$\cos(\theta j+\theta)-\cos(\theta j-\theta)=-2\sin(\theta j)\sin\theta .$$
Multiply by $d/2$. In the code, `key` cancels $h$, and `e1` and `e2` expand the two phases.

```lean
/-- For spacing `h ≠ 0`, the central difference of the ripple is a sine wave whose
amplitude carries the factor `sin(2πm/M)`. -/
theorem centralDiff_ripple (M : ℕ) (m : ℤ) (d : ℝ) {h : ℝ} (hh : h ≠ 0) (j : ℤ) :
    h * centralDiff h (ripple M m d) j
      = -(d * sin (phaseStep M m) * sin (phaseStep M m * j)) := by
  have key : ∀ x : ℝ, h * (x / (2 * h)) = x / 2 := fun x => by field_simp
  have e1 : phaseStep M m * ((j + 1 : ℤ) : ℝ) = phaseStep M m * j + phaseStep M m := by
    push_cast; ring
  have e2 : phaseStep M m * ((j - 1 : ℤ) : ℝ) = phaseStep M m * j - phaseStep M m := by
    push_cast; ring
  unfold centralDiff ripple
  rw [key, e1, e2, Real.cos_add, Real.cos_sub]
  ring
```

## (d) A telescoping sum

Show that
$$2\sin\theta\sum_{j=0}^{N-1}\cos(2\theta j)=\sin((2N-1)\theta)+\sin\theta .$$

**Solution.** Each term is $\sin((2j+1)\theta)-\sin((2j-1)\theta)$. Only the last sine and $-\sin(-\theta)=\sin\theta$ survive. Lean carries out the telescoping as an induction on $N$.

```lean
/-- A sum of equally spaced cosines telescopes after multiplication by `2 sin θ`. -/
theorem sin_mul_sum_cos (θ : ℝ) (N : ℕ) :
    2 * sin θ * ∑ j ∈ range N, cos (2 * θ * j) = sin ((2 * N - 1) * θ) + sin θ := by
  induction N with
  | zero => simp
  | succ N ih =>
    have e1 : (2 * ((N + 1 : ℕ) : ℝ) - 1) * θ = 2 * θ * N + θ := by push_cast; ring
    have e2 : (2 * (N : ℝ) - 1) * θ = 2 * θ * N - θ := by ring
    rw [sum_range_succ, mul_add, ih, e1, e2, Real.sin_add, Real.sin_sub]
    ring
```

## (e) The gradient sum

For $h\neq0$, show that $h^2S=\tfrac12Md^2\sin^2\theta$.

**Solution.** Squaring (c) gives
$$h^2D_j^2=\tfrac12d^2\sin^2\theta\,\bigl(1-\cos(2\theta j)\bigr),$$
which is `hterm`. Let $C=\sum_{j=0}^{M-1}\cos(2\theta j)$. Since $(2M-1)\theta=4\pi m-\theta$, (d) gives $2\sin\theta\,C=0$, which is `t`. Hence $\sin^2\theta\,C=0$, and the constant terms add up to the result. This used (a), so $M>0$; for $M=0$ both sides are zero.

It would be wrong to set $C=0$ throughout: when $M$ divides $2m$, every cosine is 1 and $C=M$. The factor $\sin\theta$ then vanishes instead.

```lean
/-- For spacing `h ≠ 0`, the sum `S` of squared central differences of the ripple obeys
`h² S = M d² sin²(2πm/M) / 2`. -/
theorem central_gradientSum (M : ℕ) (m : ℤ) (d : ℝ) {h : ℝ} (hh : h ≠ 0) :
    h ^ 2 * gradientSum M (centralDiff h (ripple M m d))
      = M * d ^ 2 * sin (phaseStep M m) ^ 2 / 2 := by
  rcases Nat.eq_zero_or_pos M with rfl | hM
  · simp [gradientSum]
  -- the cosine sum over one period vanishes after multiplication by `2 sin θ`
  have t : 2 * sin (phaseStep M m) * ∑ j ∈ range M, cos (2 * phaseStep M m * j) = 0 := by
    have e : (2 * (M : ℝ) - 1) * phaseStep M m
        = ((2 * m : ℤ) : ℝ) * (2 * π) - phaseStep M m := by
      push_cast
      linear_combination 2 * phaseStep_mul hM.ne' m
    rw [sin_mul_sum_cos, e, Real.sin_int_mul_two_pi_sub]
    ring
  have hterm : ∀ j : ℕ, h ^ 2 * centralDiff h (ripple M m d) j ^ 2
      = d ^ 2 * sin (phaseStep M m) ^ 2 / 2
        - d ^ 2 * sin (phaseStep M m) ^ 2 / 2 * cos (2 * phaseStep M m * j) := by
    intro j
    have e := centralDiff_ripple M m d hh (j : ℤ)
    rw [Int.cast_natCast] at e
    have c : cos (2 * phaseStep M m * j) = 1 - 2 * sin (phaseStep M m * j) ^ 2 := by
      rw [mul_assoc, Real.cos_two_mul, Real.cos_sq']
      ring
    rw [c, ← mul_pow, e]
    ring
  unfold gradientSum
  rw [mul_sum, sum_congr rfl (fun j _ => hterm j), sum_sub_distrib, ← mul_sum, sum_const,
    card_range, nsmul_eq_mul]
  linear_combination (-(d ^ 2 * sin (phaseStep M m) / 4)) * t
```

## (f) When the sum vanishes

For $M,d,h\neq0$, show that $S=0$ exactly when $M\mid 2m$.

**Solution.** By (e), $S=0$ means $\sin\theta=0$, so $\theta=k\pi$, where $k$ is here an integer and not the wave number $\theta/h$. By (a), this is $2m=Mk$. Even $k$ gives a uniform grid density, whose grid differences are all zero; odd $k$ gives an alternating one.

```lean
/-- On a grid with `M ≥ 1` points and spacing `h ≠ 0`, central differences assign zero
gradient energy to a ripple of amplitude `d ≠ 0` exactly when `M` divides `2m`. -/
theorem central_gradientSum_eq_zero_iff {M : ℕ} (hM : M ≠ 0) (m : ℤ) {d h : ℝ}
    (hd : d ≠ 0) (hh : h ≠ 0) :
    gradientSum M (centralDiff h (ripple M m d)) = 0 ↔ (M : ℤ) ∣ 2 * m := by
  have key := central_gradientSum M m d hh
  have hM' : (0 : ℝ) < M := Nat.cast_pos.mpr (Nat.pos_of_ne_zero hM)
  constructor
  · intro hS
    rw [hS, mul_zero] at key
    have hs : sin (phaseStep M m) = 0 := by
      by_contra hne
      have : 0 < M * d ^ 2 * sin (phaseStep M m) ^ 2 / 2 := by positivity
      linarith
    obtain ⟨k, hk⟩ := Real.sin_eq_zero_iff.mp hs
    have h2 : 2 * (m : ℝ) = M * k := by
      apply mul_left_cancel₀ Real.pi_ne_zero
      linear_combination (-(M : ℝ)) * hk - phaseStep_mul hM m
    exact ⟨k, by exact_mod_cast h2⟩
  · rintro ⟨k, hk⟩
    have hk' : 2 * (m : ℝ) = M * k := by exact_mod_cast hk
    have hp : phaseStep M m = k * π := by
      apply mul_right_cancel₀ hM'.ne'
      linear_combination phaseStep_mul hM m + π * hk'
    rw [hp, Real.sin_int_mul_pi] at key
    have hz : h ^ 2 * gradientSum M (centralDiff h (ripple M m d)) = 0 :=
      key.trans (by ring)
    exact (mul_eq_zero.mp hz).resolve_left (pow_ne_zero 2 hh)
```

## (g) The alternating ripple

For $2m=M$ and $h\neq0$, show that $S=0$ but $h^2S^+=4Md^2$.

**Solution.** For $M>0$, $\theta=\pi$, so (e) gives $S=0$. Neighbouring densities differ by $2|d|$ in magnitude, so each $h^2(D_j^+)^2$ is $4d^2$. For $M=0$ both sums are empty.

With $M=4$, $m=2$ and $d=0.1$, a program stores the densities $1.1,0.9,1.1,0.9$. Every central difference subtracts equal numbers, while $S^+=0.16/h^2$.

```lean
/-- For the alternating ripple `2m = M` and spacing `h ≠ 0`, the central-difference sum is
zero, while the forward-difference sum times `h²` is `4 M d²`. -/
theorem alternating_ripple {M : ℕ} {m : ℤ} (hm : 2 * m = M) (d : ℝ) {h : ℝ} (hh : h ≠ 0) :
    gradientSum M (centralDiff h (ripple M m d)) = 0 ∧
      h ^ 2 * gradientSum M (forwardDiff h (ripple M m d)) = 4 * M * d ^ 2 := by
  rcases Nat.eq_zero_or_pos M with rfl | hM
  · simp [gradientSum]
  have hM' : (M : ℝ) ≠ 0 := Nat.cast_ne_zero.mpr hM.ne'
  have hm' : 2 * (m : ℝ) = M := by exact_mod_cast hm
  have hp : phaseStep M m = π := by
    apply mul_right_cancel₀ hM'
    linear_combination phaseStep_mul hM.ne' m + π * hm'
  constructor
  · have key := central_gradientSum M m d hh
    rw [hp, Real.sin_pi] at key
    have hz : h ^ 2 * gradientSum M (centralDiff h (ripple M m d)) = 0 :=
      key.trans (by ring)
    exact (mul_eq_zero.mp hz).resolve_left (pow_ne_zero 2 hh)
  · -- neighbouring values differ by `2|d|` in magnitude
    have hterm : ∀ j : ℕ, h ^ 2 * forwardDiff h (ripple M m d) j ^ 2 = 4 * d ^ 2 := by
      intro j
      have key : ∀ x : ℝ, h ^ 2 * (x / h) ^ 2 = x ^ 2 := fun x => by field_simp
      have e : π * (((j : ℤ) + 1 : ℤ) : ℝ) = π * ((j : ℤ) : ℝ) + π := by push_cast; ring
      have c : cos (π * ((j : ℤ) : ℝ)) ^ 2 = 1 := by
        rw [Real.cos_sq', mul_comm, Real.sin_int_mul_pi]
        norm_num
      unfold forwardDiff ripple
      rw [hp, key, e, Real.cos_add_pi]
      linear_combination 4 * d ^ 2 * c
    unfold gradientSum
    rw [mul_sum, sum_congr rfl (fun j _ => hterm j), sum_const, card_range, nsmul_eq_mul]
    ring
```

## (h) The continuum value

For $h\neq0$, show that
$$h\int_0^{Mh}n'(x)^2\,dx=\tfrac12Md^2\theta^2 .$$

**Solution.** With $k=\theta/h$ again, $n'(x)^2=d^2k^2\sin^2(kx)$, which has the antiderivative
$$\tfrac12d^2k\,\bigl(kx-\sin(kx)\cos(kx)\bigr).$$
For $M>0$, $kMh=2\pi m$, so the sine product vanishes at both ends. The integral is $\tfrac12d^2k^2Mh$; multiply by $h$ and use $kh=\theta$. For $M=0$ both sides are zero. Lean checks the antiderivative in `hF` and the upper endpoint in `hend`.

```lean
/-- For `h ≠ 0`, the integral of the squared derivative of the continuum ripple over the oriented
interval from `0` to `Mh`, times `h`, is `M d² (2πm/M)² / 2`. -/
theorem continuum_gradient (M : ℕ) (m : ℤ) (d : ℝ) {h : ℝ} (hh : h ≠ 0) :
    h * ∫ x in (0 : ℝ)..(M * h), deriv (continuumRipple M m d h) x ^ 2
      = M * d ^ 2 * phaseStep M m ^ 2 / 2 := by
  rcases Nat.eq_zero_or_pos M with rfl | hM
  · simp
  obtain ⟨k, hk⟩ : ∃ k, k = phaseStep M m / h := ⟨_, rfl⟩
  have hkh : k * h = phaseStep M m := by rw [hk]; exact div_mul_cancel₀ _ hh
  have lin : ∀ x : ℝ, HasDerivAt (fun y : ℝ => k * y) k x := fun x => by
    simpa using (hasDerivAt_id' x).const_mul k
  have hder : ∀ x, deriv (continuumRipple M m d h) x = -(d * k * sin (k * x)) := by
    intro x
    have h1 : HasDerivAt (continuumRipple M m d h) (d * (-sin (k * x) * k)) x := by
      unfold continuumRipple
      rw [← hk]
      exact ((lin x).cos.const_mul d).const_add 1
    rw [h1.deriv]
    ring
  -- an explicit antiderivative of the squared gradient
  have hF : ∀ x : ℝ, HasDerivAt
      (fun y : ℝ => d ^ 2 * k / 2 * (k * y - sin (k * y) * cos (k * y)))
      ((-(d * k * sin (k * x))) ^ 2) x := by
    intro x
    refine (((lin x).fun_sub ((lin x).sin.fun_mul (lin x).cos)).const_mul
      (d ^ 2 * k / 2)).congr_deriv ?_
    linear_combination (-(d ^ 2 * k ^ 2 / 2)) * Real.sin_sq_add_cos_sq (k * x)
  have hend : sin (k * (M * h)) = 0 := by
    have e : k * (M * h) = ((2 * m : ℤ) : ℝ) * π := by
      push_cast
      linear_combination (M : ℝ) * hkh + phaseStep_mul hM.ne' m
    rw [e, Real.sin_int_mul_pi]
  have hc : Continuous (fun x : ℝ => (-(d * k * sin (k * x))) ^ 2) := by fun_prop
  simp only [hder]
  rw [intervalIntegral.integral_eq_sub_of_hasDerivAt (fun x _ => hF x)
    (hc.intervalIntegrable _ _), hend, ← hkh, mul_zero, Real.sin_zero]
  ring
```

## (i) Grid against continuum

For $h>0$, show that $hS\le\int_0^{Mh}n'(x)^2\,dx$.

**Solution.** From $\cos(2\theta)\ge1-2\theta^2$ and $\cos(2\theta)=1-2\sin^2\theta$ follows $\sin^2\theta\le\theta^2$. Multiply the claim by $h$ and insert (e) and (h). The proof given here covers this single cosine with the given $m$; other densities are not treated.

```lean
/-- For spacing `h > 0`, the central-difference gradient energy of the ripple never exceeds
the integral of its squared derivative in continuous space. -/
theorem central_le_continuum (M : ℕ) (m : ℤ) (d : ℝ) {h : ℝ} (hh : 0 < h) :
    h * gradientSum M (centralDiff h (ripple M m d))
      ≤ ∫ x in (0 : ℝ)..(M * h), deriv (continuumRipple M m d h) x ^ 2 := by
  have hs : sin (phaseStep M m) ^ 2 ≤ phaseStep M m ^ 2 := by
    have h1 := Real.one_sub_sq_div_two_le_cos (x := 2 * phaseStep M m)
    rw [Real.cos_two_mul, Real.cos_sq'] at h1
    nlinarith
  refine le_of_mul_le_mul_left ?_ hh
  rw [continuum_gradient M m d hh.ne', ← mul_assoc, ← pow_two,
    central_gradientSum M m d hh.ne']
  gcongr

end

end GridGradientError
```

```lean
#print axioms GridGradientError.ripple_periodic
#print axioms GridGradientError.central_gradientSum_eq_zero_iff
#print axioms GridGradientError.alternating_ripple
#print axioms GridGradientError.central_le_continuum
```

```
'GridGradientError.ripple_periodic' depends on axioms: [propext, Classical.choice, Quot.sound]
'GridGradientError.central_gradientSum_eq_zero_iff' depends on axioms: [propext, Classical.choice, Quot.sound]
'GridGradientError.alternating_ripple' depends on axioms: [propext, Classical.choice, Quot.sound]
'GridGradientError.central_le_continuum' depends on axioms: [propext, Classical.choice, Quot.sound]
```
